# An isotropic linear map on spin operators multiplies each multipole rank by one scalar

## Spin operators, multipoles and isotropy

Take a spin $j=N/2$ with $\hbar=1$. Its states are numbered $s=m+j=0,\dots,N$, so the lowest state comes first. With $a_s=\sqrt{(s+1)(N-s)}$,

$$J_z|s\rangle=(s-N/2)|s\rangle,\qquad J_+|s\rangle=a_s|s+1\rangle,\qquad J_-|s+1\rangle=a_s|s\rangle .$$

The multipole components of rank $k$ are $T_{k,0}=(J_+)^k$ and $T_{k,q+1}=[J_-,T_{k,q}]$. They are not normalised, and $q$ counts lowering steps: the usual projection index is $k-q$.

A linear map $L$ on operators is isotropic if $L([A,X])=[A,L(X)]$ for every operator $X$ and $A=J_z,J_+,J_-$. Physically, neither the environment nor an applied field singles out a direction. This is assumed here, not derived from a model of the bath.

## One scalar per rank

For isotropic $L$ and $k\le N$, exactly one complex $g_k$ satisfies $L(T_{k,q})=g_kT_{k,q}$ for all $q$.

**Commutators.** The diagonal entries of $J_+J_-$ and $J_-J_+$ at level $r$ are $r(N-r+1)$ and $(r+1)(N-r)$. Their difference is $2r-N$, so $[J_+,J_-]=2J_z$. Since $J_\pm$ changes the level by one, $[J_z,J_\pm]=\pm J_\pm$.

**The top component.** $(J_+)^k$ commutes with $J_+$, and by induction
$$[J_z,J_+^{k+1}]=[J_z,J_+^k]J_++J_+^k[J_z,J_+]=(k+1)J_+^{k+1}.$$
For $k\le N$, the entry of $J_+^k$ from level $0$ to level $k$ is $a_0\cdots a_{k-1}\neq0$ (equal to 1 for $k=0$).

**Uniqueness.** Let $[J_z,X]=kX$ and $[J_+,X]=0$. The first condition reads $(r-s-k)X_{rs}=0$, so column $0$ of $X$ has at most the entry $X_{k0}$. Choose $c$ so that $D=X-cJ_+^k$ has zero column $0$. If column $i<N$ of $D$ vanishes, then
$$0=(J_+D)_{ri}=(DJ_+)_{ri}=D_{r,i+1}a_i,$$
so column $i+1$ vanishes too. Hence $X=cJ_+^k$.

**The scalar.** Isotropy gives $[J_z,L(J_+^k)]=kL(J_+^k)$ and $[J_+,L(J_+^k)]=0$, so $L(J_+^k)=g_kJ_+^k$. Then $L(T_{k,q+1})=[J_-,L(T_{k,q})]=g_kT_{k,q+1}$. The nonzero entry of $J_+^k$ fixes $g_k$.

## Relaxation and an explicit generator

Let $\rho(t)=\sum_{k,q}e^{-g_kt}c_{kq}T_{k,q}$. Differentiating each term brings down $-g_k$, so $d\rho/dt=-L\rho$. For a single spin $j$ with a time-independent isotropic generator, all components of orientation ($k=1$) thus share one rate, as do those of alignment ($k=2$, for $j\ge1$).

An example is $C=Z^2+\tfrac12(PM+MP)$, where $Z,P,M$ denote commutation by $J_z,J_+,J_-$. The Jacobi identity gives $[Z,P]=P$, $[Z,M]=-M$ and $[P,M]=2Z$. Hence $C$ commutes with $Z$, and
$$[P,C]=-(PZ+ZP)+(PZ+ZP)=0;$$
the calculation for $M$ is the same with signs reversed. Since $C=Z^2+Z+MP$, it multiplies $J_+^k$, and so all of rank $k$, by $k(k+1)$.

## Spin one-half, and dephasing about one axis

For $N=1$, the rank-one components are $J_+$, $-2J_z$ and $-2J_-$; up to sign, their normalised forms under $\mathrm{Tr}(A^\dagger B)$ are $J_+$, $\sqrt2J_z$ and $J_-$. Directly,
$$C(J_z)=\tfrac12\big([J_+,J_-]-[J_-,J_+]\big)=2J_z,$$
so $\rho(t)=\tfrac12\mathbb 1+p\,e^{-2t}J_z$ solves $d\rho/dt=-C\rho$ for any constant $p$. For real $p$ with $|p|\le1$ it is a density matrix at all $t\ge0$.

Now replace isotropy by symmetry about $z$ alone and take $L(X)=[J_z,[J_z,X]]$. Then $L(J_+)=J_+$ but $L(J_z)=0$: rank one has no common scalar.

## What the Lean statements say

`Op N` is the space of complex matrices on `Fin (N + 1)`, `ad A` is commutation by `A`, and `multipole N k q` is $T_{k,q}$. `IsIsotropic` holds the three symmetry conditions, and `∃!` in `isotropic_rate` states existence and uniqueness of the scalar.

`multipole_relaxation` gives the differential equation entry by entry, for arbitrary coefficients with $k\le N$ and $q\le2k$. It does not state that these combinations exhaust all operators. Nothing makes the evolution $e^{-tL}$ preserve trace, Hermiticity or positivity, so $g_k$ may be complex and its real part may be negative.

```lean
import Mathlib

open Matrix

namespace IsotropicRelaxation

noncomputable section

/-- Operators on the states of a spin `j = N/2`, indexed by `i = m + j = 0, …, N`. -/
abbrev Op (N : ℕ) := Matrix (Fin (N + 1)) (Fin (N + 1)) ℂ

/-- The ladder coefficient `√((s+1)(N-s))` between levels `s` and `s + 1`, for `s < N`. -/
def ladder (N s : ℕ) : ℝ := Real.sqrt (((s : ℝ) + 1) * ((N : ℝ) - s))

/-- The operator `Jz`, diagonal with entries `m = i - N/2`. -/
def Jz (N : ℕ) : Op N := Matrix.diagonal fun i => ((i : ℕ) : ℂ) - (N : ℂ) / 2

/-- The raising operator `J+`, taking level `s` to level `s + 1`. -/
def Jp (N : ℕ) : Op N :=
  Matrix.of fun r s => if (r : ℕ) = (s : ℕ) + 1 then (ladder N s : ℂ) else 0

/-- The lowering operator `J-`, taking level `r + 1` to level `r`. -/
def Jm (N : ℕ) : Op N :=
  Matrix.of fun r s => if (s : ℕ) = (r : ℕ) + 1 then (ladder N r : ℂ) else 0

/-- Commutation by `A`, as a linear map on operators. -/
def ad {N : ℕ} (A : Op N) : Op N →ₗ[ℂ] Op N :=
  LinearMap.mulLeft ℂ A - LinearMap.mulRight ℂ A

/-- The multipole component of rank `k` reached from `(J+)^k` by `q` commutators with `J-`. -/
def multipole (N k : ℕ) : ℕ → Op N
  | 0 => Jp N ^ k
  | q + 1 => ad (Jm N) (multipole N k q)

/-- A linear map on operators is isotropic if it commutes with commutation by `Jz`, `J+`, `J-`. -/
structure IsIsotropic {N : ℕ} (L : Op N →ₗ[ℂ] Op N) : Prop where
  z : ∀ X, L (ad (Jz N) X) = ad (Jz N) (L X)
  plus : ∀ X, L (ad (Jp N) X) = ad (Jp N) (L X)
  minus : ∀ X, L (ad (Jm N) X) = ad (Jm N) (L X)

/-- The double commutator summed over the three spin components, written with `J+` and `J-`. -/
def doubleCommutator (N : ℕ) : Op N →ₗ[ℂ] Op N :=
  ad (Jz N) ∘ₗ ad (Jz N) +
    (1 / 2 : ℂ) • (ad (Jp N) ∘ₗ ad (Jm N) + ad (Jm N) ∘ₗ ad (Jp N))

/-- A combination of multipoles with initial coefficients `c k q`, in which rank `k` carries
the factor `exp (-g k t)`. -/
def dampedState (N : ℕ) (g : ℕ → ℂ) (c : ℕ → ℕ → ℂ) (t : ℝ) : Op N :=
  ∑ k ∈ Finset.range (N + 1), ∑ q ∈ Finset.range (2 * k + 1),
    (Complex.exp (-g k * (t : ℂ)) * c k q) • multipole N k q

/-- Commutation by `A` sends `X` to `AX - XA`. -/
theorem ad_apply {N : ℕ} (A X : Op N) : ad A X = A * X - X * A := rfl

/-- The ladder coefficient out of every level below the top one is nonzero. -/
theorem ladder_ne_zero {N s : ℕ} (h : s < N) : (ladder N s : ℂ) ≠ 0 := by
  have h1 : (s : ℝ) < N := by exact_mod_cast h
  have h2 : 0 < ladder N s :=
    Real.sqrt_pos.mpr (mul_pos (by positivity) (by linarith))
  exact_mod_cast h2.ne'

/-- Multiplying by `J+` on the left shifts rows by one level, and on the right columns, in both
cases with the ladder coefficient as a factor. -/
theorem Jp_products {N : ℕ} {r t : Fin (N + 1)} (h : (r : ℕ) = (t : ℕ) + 1)
    (M : Op N) (s : Fin (N + 1)) :
    (Jp N * M) r s = (ladder N t : ℂ) * M t s ∧
      (M * Jp N) s t = M s r * (ladder N t : ℂ) := by
  constructor
  · rw [Matrix.mul_apply, Finset.sum_eq_single t]
    · simp [Jp, h]
    · intro u _ hu
      have h' : (t : ℕ) ≠ u := fun e => hu (Fin.ext e.symm)
      simp [Jp, h, h']
    · simp
  · rw [Matrix.mul_apply, Finset.sum_eq_single r]
    · simp [Jp, h]
    · intro u _ hu
      have h' : (u : ℕ) ≠ (t : ℕ) + 1 := fun e => hu (Fin.ext (e.trans h.symm))
      simp [Jp, h']
    · simp

/-- The angular momentum relations `[Jz, J+] = J+`, `[Jz, J-] = -J-` and `[J+, J-] = 2 Jz`. -/
theorem spin_commutators (N : ℕ) :
    ad (Jz N) (Jp N) = Jp N ∧ ad (Jz N) (Jm N) = -Jm N ∧
      ad (Jp N) (Jm N) = (2 : ℂ) • Jz N := by
  have hsq : ∀ r : ℕ, r ≤ N →
      (ladder N r : ℂ) * (ladder N r : ℂ) = ((r : ℂ) + 1) * ((N : ℂ) - r) := by
    intro r hr
    have h1 : (r : ℝ) ≤ N := by exact_mod_cast hr
    have h2 : ladder N r * ladder N r = ((r : ℝ) + 1) * ((N : ℝ) - r) :=
      Real.mul_self_sqrt (mul_nonneg (by positivity) (by linarith))
    rw [← Complex.ofReal_mul, h2]
    simp
  -- both products of ladder operators are diagonal
  have hPM : ∀ r s : Fin (N + 1), (Jp N * Jm N) r s =
      if r = s then ((r : ℕ) : ℂ) * ((N : ℂ) - ((r : ℕ) : ℂ) + 1) else 0 := by
    intro r s
    have hrN := r.isLt
    by_cases hr : (r : ℕ) = 0
    · have h0 : (Jp N * Jm N) r s = 0 := by
        rw [Matrix.mul_apply]
        refine Finset.sum_eq_zero fun t _ => ?_
        have h' : (r : ℕ) ≠ (t : ℕ) + 1 := by omega
        simp only [Jp, Matrix.of_apply, if_neg h', zero_mul]
      rw [h0, hr]
      simp
    · obtain ⟨t, ht⟩ : ∃ t : Fin (N + 1), (r : ℕ) = (t : ℕ) + 1 :=
        ⟨⟨(r : ℕ) - 1, by omega⟩, by change (r : ℕ) = (r : ℕ) - 1 + 1; omega⟩
      rw [(Jp_products ht (Jm N) s).1]
      by_cases h : r = s
      · have e : Jm N t r = (ladder N t : ℂ) := by simp [Jm, ht]
        rw [← h, if_pos rfl, e, hsq t (by omega), ht]
        push_cast
        ring
      · have h' : (s : ℕ) ≠ (t : ℕ) + 1 := fun e => h (Fin.ext (ht.trans e.symm))
        simp only [Jm, Matrix.of_apply, if_neg h', if_neg h, mul_zero]
  have hMP : ∀ r s : Fin (N + 1), (Jm N * Jp N) r s =
      if r = s then (((r : ℕ) : ℂ) + 1) * ((N : ℂ) - ((r : ℕ) : ℂ)) else 0 := by
    intro r s
    have hsN := s.isLt
    by_cases hs : (s : ℕ) + 1 < N + 1
    · rw [(Jp_products (r := ⟨(s : ℕ) + 1, hs⟩) (t := s) rfl (Jm N) r).2]
      by_cases h : r = s
      · rw [h, if_pos rfl, ← hsq s (by omega)]
        simp [Jm]
      · have h' : (s : ℕ) ≠ r := fun e => h (Fin.ext e.symm)
        simp [Jm, h, h']
    · have hN : (s : ℕ) = N := by omega
      have h0 : (Jm N * Jp N) r s = 0 := by
        rw [Matrix.mul_apply]
        refine Finset.sum_eq_zero fun t _ => ?_
        have htN := t.isLt
        have h' : (t : ℕ) ≠ (s : ℕ) + 1 := by omega
        simp only [Jp, Matrix.of_apply, if_neg h', mul_zero]
      rw [h0]
      split_ifs with h
      · rw [h, hN]
        simp
      · rfl
  refine ⟨?_, ?_, ?_⟩
  · ext r s
    simp only [ad_apply, Jz, Matrix.sub_apply, Matrix.diagonal_mul, Matrix.mul_diagonal,
      Jp, Matrix.of_apply]
    split_ifs with h
    · rw [h]
      push_cast
      ring
    · ring
  · ext r s
    simp only [ad_apply, Jz, Matrix.sub_apply, Matrix.neg_apply, Matrix.diagonal_mul,
      Matrix.mul_diagonal, Jm, Matrix.of_apply]
    split_ifs with h
    · rw [h]
      push_cast
      ring
    · ring
  · ext r s
    simp only [ad_apply, Matrix.sub_apply, hPM, hMP, Matrix.smul_apply, Jz,
      Matrix.diagonal_apply, smul_eq_mul]
    split_ifs <;> ring

/-- The operator `(J+)^k` has weight `k` under `Jz` and commutes with `J+`. -/
theorem Jp_pow_highest (N k : ℕ) :
    ad (Jz N) (Jp N ^ k) = (k : ℂ) • Jp N ^ k ∧ ad (Jp N) (Jp N ^ k) = 0 := by
  constructor
  · induction k with
    | zero => simp [ad_apply]
    | succ k ih =>
      have h := (spin_commutators N).1
      rw [ad_apply] at h ih ⊢
      calc Jz N * Jp N ^ (k + 1) - Jp N ^ (k + 1) * Jz N
          = (Jz N * Jp N ^ k - Jp N ^ k * Jz N) * Jp N
            + Jp N ^ k * (Jz N * Jp N - Jp N * Jz N) := by
            rw [pow_succ]
            simp only [mul_sub, sub_mul, mul_assoc]
            abel
        _ = ((k + 1 : ℕ) : ℂ) • Jp N ^ (k + 1) := by
            rw [ih, h, pow_succ, smul_mul_assoc]
            push_cast
            module
  · rw [ad_apply, sub_eq_zero]
    exact ((Commute.refl (Jp N)).pow_right k).eq

/-- The operator `(J+)^k` has a nonzero matrix element from the lowest level to level `k`. -/
theorem Jp_pow_ne_zero {N : ℕ} (k : ℕ) (r : Fin (N + 1)) (h : (r : ℕ) = k) :
    (Jp N ^ k) r 0 ≠ 0 := by
  induction k generalizing r with
  | zero =>
    have hr : r = 0 := Fin.ext (by simpa using h)
    rw [hr]
    simp
  | succ k ih =>
    have hrN := r.isLt
    have hk : k < N + 1 := by omega
    rw [pow_succ', (Jp_products (t := ⟨k, hk⟩) h (Jp N ^ k) 0).1]
    exact mul_ne_zero (ladder_ne_zero (by change k < N; omega)) (ih ⟨k, hk⟩ rfl)

/-- For `k ≤ 2j`, an operator of weight `k` that commutes with `J+` is a multiple
of `(J+)^k`. -/
theorem highest_weight_unique {N k : ℕ} (hk : k ≤ N) {X : Op N}
    (hz : ad (Jz N) X = (k : ℂ) • X) (hp : ad (Jp N) X = 0) :
    ∃ c : ℂ, X = c • Jp N ^ k := by
  have hkN : k < N + 1 := by omega
  -- the weight leaves one entry in the first column
  have hcol : ∀ Y : Op N, ad (Jz N) Y = (k : ℂ) • Y →
      ∀ r : Fin (N + 1), (r : ℕ) ≠ k → Y r 0 = 0 := by
    intro Y hY r hr
    have h := congrArg (fun M : Op N => M r 0) hY
    simp only [ad_apply, Jz, Matrix.sub_apply, Matrix.diagonal_mul, Matrix.mul_diagonal,
      Matrix.smul_apply, smul_eq_mul] at h
    have h00 : (((0 : Fin (N + 1)) : ℕ) : ℂ) = 0 := by simp
    have h2 : ((r : ℕ) : ℂ) - (k : ℂ) ≠ 0 := sub_ne_zero.mpr (by exact_mod_cast hr)
    have h3 : (((r : ℕ) : ℂ) - (k : ℂ)) * Y r 0 = 0 := by
      linear_combination h + Y r 0 * h00
    exact (mul_eq_zero.mp h3).resolve_left h2
  have hne := Jp_pow_ne_zero k (⟨k, hkN⟩ : Fin (N + 1)) rfl
  obtain ⟨c, hc⟩ : ∃ c : ℂ, X ⟨k, hkN⟩ 0 = c * (Jp N ^ k) ⟨k, hkN⟩ 0 :=
    ⟨X ⟨k, hkN⟩ 0 / (Jp N ^ k) ⟨k, hkN⟩ 0, (div_mul_cancel₀ _ hne).symm⟩
  obtain ⟨D, hD⟩ : ∃ D : Op N, D = X - c • Jp N ^ k := ⟨_, rfl⟩
  have hcomm : Jp N * D = D * Jp N := by
    have h : ad (Jp N) D = 0 := by
      rw [hD, map_sub, map_smul, hp, (Jp_pow_highest N k).2, smul_zero, sub_zero]
    exact sub_eq_zero.mp h
  -- commutation with J+ carries the zero column to all the others
  have hzero : ∀ (i : ℕ) (hi : i < N + 1) (r : Fin (N + 1)), D r ⟨i, hi⟩ = 0 := by
    intro i
    induction i with
    | zero =>
      intro hi r
      change D r 0 = 0
      rw [hD, Matrix.sub_apply, Matrix.smul_apply, smul_eq_mul]
      by_cases hr : (r : ℕ) = k
      · have hr' : r = ⟨k, hkN⟩ := Fin.ext hr
        rw [hr', hc, sub_self]
      · rw [hcol X hz r hr, hcol _ (Jp_pow_highest N k).1 r hr, mul_zero, sub_zero]
    | succ i ih =>
      intro hi r
      have hi' : i < N + 1 := by omega
      have h0 : (Jp N * D) r ⟨i, hi'⟩ = 0 := by
        rw [Matrix.mul_apply]
        exact Finset.sum_eq_zero fun u _ => by rw [ih hi' u, mul_zero]
      have e : D r ⟨i + 1, hi⟩ * (ladder N i : ℂ) = 0 :=
        (Jp_products (r := ⟨i + 1, hi⟩) (t := ⟨i, hi'⟩) rfl D r).2.symm.trans
          (by rw [← hcomm]; exact h0)
      exact (mul_eq_zero.mp e).resolve_right (ladder_ne_zero (by omega))
  refine ⟨c, sub_eq_zero.mp ?_⟩
  rw [← hD]
  ext r s
  exact hzero s s.isLt r

/-- An isotropic linear map multiplies all components of the multipole of rank `k ≤ 2j` by one
and the same scalar, and this scalar is unique. -/
theorem isotropic_rate {N k : ℕ} (hk : k ≤ N) {L : Op N →ₗ[ℂ] Op N} (hL : IsIsotropic L) :
    ∃! g : ℂ, ∀ q, L (multipole N k q) = g • multipole N k q := by
  obtain ⟨hw, hp⟩ := Jp_pow_highest N k
  -- L keeps the weight and the commutation with J+
  obtain ⟨g, hg⟩ := highest_weight_unique hk (X := L (Jp N ^ k))
    (by rw [← hL.z, hw, map_smul]) (by rw [← hL.plus, hp, map_zero])
  refine ⟨g, fun q => ?_, fun g' h' => ?_⟩
  · induction q with
    | zero => exact hg
    | succ q ih =>
      change L (ad (Jm N) (multipole N k q)) = g • ad (Jm N) (multipole N k q)
      rw [hL.minus, ih, map_smul]
  · have hkN : k < N + 1 := by omega
    have e : g' • Jp N ^ k = g • Jp N ^ k := (h' 0).symm.trans hg
    have e' := congrArg (fun M : Op N => M ⟨k, hkN⟩ 0) e
    simp only [Matrix.smul_apply, smul_eq_mul] at e'
    exact mul_right_cancel₀ (Jp_pow_ne_zero k ⟨k, hkN⟩ rfl) e'

/-- For isotropic `L` there is one rate per rank such that every combination of multipoles, with the
factor `exp (-g k t)` on rank `k`, solves `dρ/dt = -L ρ` entry by entry. -/
theorem multipole_relaxation {N : ℕ} {L : Op N →ₗ[ℂ] Op N} (hL : IsIsotropic L) :
    ∃ g : ℕ → ℂ, ∀ (c : ℕ → ℕ → ℂ) (t : ℝ) (r s : Fin (N + 1)),
      HasDerivAt (fun τ : ℝ => dampedState N g c τ r s)
        (-(L (dampedState N g c t) r s)) t := by
  have hex : ∀ k, ∃ g : ℂ, k ≤ N → ∀ q, L (multipole N k q) = g • multipole N k q := by
    intro k
    by_cases hk : k ≤ N
    · obtain ⟨g, hg, _⟩ := isotropic_rate hk hL
      exact ⟨g, fun _ => hg⟩
    · exact ⟨0, fun h => absurd h hk⟩
  choose g hg using hex
  refine ⟨g, fun c t r s => ?_⟩
  have hLρ : L (dampedState N g c t) =
      ∑ k ∈ Finset.range (N + 1), ∑ q ∈ Finset.range (2 * k + 1),
        (Complex.exp (-g k * (t : ℂ)) * c k q) • (g k • multipole N k q) := by
    simp only [dampedState, map_sum, map_smul]
    refine Finset.sum_congr rfl fun k hk => Finset.sum_congr rfl fun q _ => ?_
    rw [hg k (Nat.lt_succ_iff.mp (Finset.mem_range.mp hk)) q]
  rw [hLρ]
  simp only [dampedState, Matrix.sum_apply, Matrix.smul_apply, smul_eq_mul,
    ← Finset.sum_neg_distrib]
  refine HasDerivAt.fun_sum fun k _ => HasDerivAt.fun_sum fun q _ => ?_
  have h1 : HasDerivAt (fun τ : ℝ => -g k * (τ : ℂ)) (-g k) t :=
    (((hasDerivAt_id t).ofReal_comp).const_mul (-g k)).congr_deriv (by simp)
  exact ((h1.cexp.mul_const (c k q)).mul_const (multipole N k q r s)).congr_deriv (by ring)

/-- The double commutator summed over the spin components is isotropic, and it multiplies the
multipoles of rank `k` by `k(k+1)`. -/
theorem doubleCommutator_witness (N : ℕ) :
    IsIsotropic (doubleCommutator N) ∧ ∀ k q : ℕ,
      doubleCommutator N (multipole N k q) = ((k : ℂ) * (k + 1)) • multipole N k q := by
  obtain ⟨h1, h2, h3⟩ := spin_commutators N
  have jac : ∀ A B X : Op N, ad A (ad B X) = ad B (ad A X) + ad (ad A B) X := by
    intro A B X
    simp only [ad_apply]
    noncomm_ring
  -- rules that bring products of commutators to the order J-, J+, Jz
  have hZP : ∀ X, ad (Jz N) (ad (Jp N) X) = ad (Jp N) (ad (Jz N) X) + ad (Jp N) X := by
    intro X
    rw [jac (Jz N) (Jp N) X, h1]
  have hZM : ∀ X, ad (Jz N) (ad (Jm N) X) = ad (Jm N) (ad (Jz N) X) - ad (Jm N) X := by
    intro X
    rw [jac (Jz N) (Jm N) X, h2]
    simp only [ad_apply]
    noncomm_ring
  have hPM : ∀ X, ad (Jp N) (ad (Jm N) X) =
      ad (Jm N) (ad (Jp N) X) + (2 : ℂ) • ad (Jz N) X := by
    intro X
    rw [jac (Jp N) (Jm N) X, h3]
    simp only [ad_apply, smul_mul_assoc, mul_smul_comm, smul_sub]
  have hiso : IsIsotropic (doubleCommutator N) := by
    constructor <;> intro X <;>
      simp only [doubleCommutator, LinearMap.add_apply, LinearMap.smul_apply,
        LinearMap.comp_apply, map_add, map_sub, map_smul, hZP, hZM, hPM] <;>
      module
  refine ⟨hiso, fun k q => ?_⟩
  induction q with
  | zero =>
    obtain ⟨hw, hp⟩ := Jp_pow_highest N k
    change doubleCommutator N (Jp N ^ k) = ((k : ℂ) * (k + 1)) • Jp N ^ k
    simp only [doubleCommutator, LinearMap.add_apply, LinearMap.smul_apply,
      LinearMap.comp_apply, hPM, hw, hp, map_smul, map_zero]
    module
  | succ q ih =>
    change doubleCommutator N (ad (Jm N) (multipole N k q)) =
      ((k : ℂ) * (k + 1)) • ad (Jm N) (multipole N k q)
    rw [hiso.minus, ih, map_smul]

end

end IsotropicRelaxation
```

```lean
#print axioms IsotropicRelaxation.isotropic_rate
#print axioms IsotropicRelaxation.multipole_relaxation
```

```
'IsotropicRelaxation.isotropic_rate' depends on axioms: [propext, Classical.choice, Quot.sound]
'IsotropicRelaxation.multipole_relaxation' depends on axioms: [propext, Classical.choice, Quot.sound]
```

## How the proof follows the matrix entries

`Jp_products` reduces a product with $J_+$ to a single term. `spin_commutators` uses it to find the two diagonal products, and `Jp_pow_highest` and `Jp_pow_ne_zero` establish the properties of $J_+^k$ by induction.

In `highest_weight_unique`, `hcol` clears the first column apart from level $k$, and `hzero` is the induction over columns of $D$; `ladder_ne_zero` permits the division by $a_i$. `isotropic_rate` applies this lemma to $L(J_+^k)$, then inducts on `q`.

For the dynamics, `choose` collects the scalars into a function `g`, and `HasDerivAt.fun_sum` differentiates the sum term by term. In `doubleCommutator_witness`, `jac` is the Jacobi identity. The rules `hZP`, `hZM` and `hPM` reorder nested commutators, after which `module` compares coefficients.
